# Gross and fine structure of the Dirac hydrogenic ground energy as α → 0 at fixed Z

**Q:** The fine-structure constant α is a fixed number of nature, yet your statement treats it as a real variable and sends it to zero. What physical process is that?

**A:** It is a comparison of models. In hartree atomic units the electron mass, the elementary charge and ħ are all 1, and the speed of light is c = 1/α. Varying α at fixed nuclear charge Z therefore means varying the speed of light while the Coulomb problem stays the same, and α → 0 is the nonrelativistic limit. The unit matters. The rest energy is c² = 1/α² hartree, which diverges in this limit, so it has to be subtracted before there is a finite energy to discuss.

```lean
import Mathlib

open Filter Topology

namespace DiracHydrogenicUnits

noncomputable section
```

**Q:** And which energy do you subtract it from?

**A:** From the ground energy of one electron in the Dirac theory with a fixed point nucleus. Its ratio to the rest energy is

γ = √(1 − α²Z²).

In the file this ratio is `diracGamma Z α`, a function of two real numbers.

```lean
/-- The ratio of the total Dirac ground-state energy to the rest energy, for nuclear charge `Z`
and fine-structure constant `α`. -/
def diracGamma (Z α : ℝ) : ℝ := √(1 - α ^ 2 * Z ^ 2)
```

With the rest energy removed, the energy in hartree is

E(α) = (γ − 1)/α².

This is `groundEnergy Z α`.

```lean
/-- The Dirac hydrogenic ground energy in hartree, with the rest energy `1 / α ^ 2` removed. -/
def groundEnergy (Z α : ℝ) : ℝ := (diracGamma Z α - 1) / α ^ 2
```

**Q:** So the Dirac equation itself never appears.

**A:** It doesn't. The closed formula for the ground energy is taken as a definition; no Dirac operator is constructed and no eigenvalue problem is solved. The formula also carries its own idealisations: one electron, a point nucleus of infinite mass, and no radiative corrections. What is proved concerns how this known expression behaves in α. The variable Z may be any real number, which includes the physical nuclear charges, and α may have either sign, although only α > 0 has a physical meaning.

**Q:** Then show me the limit by hand. Numerator and denominator both vanish at α = 0, and I would simply expand the root.

**A:** An expansion works, but an exact rearrangement makes the remainder visible as well. Suppose α ≠ 0 and α²Z² ≤ 1. Then γ is the root of a nonnegative number, so γ² = 1 − α²Z², and

(γ − 1)(γ + 1) = γ² − 1 = −α²Z².

Since γ ≥ 0, the factor 1 + γ is positive. Dividing by it and by α² gives

E = −Z²/(1 + γ).

The singular division is gone. As α → 0, γ → 1 and so E → −Z²/2, the nonrelativistic ground energy, or gross structure.

For the next order, add Z²/2 and use the product relation again:

E + Z²/2 = Z²(γ − 1)/(2(1 + γ)) = −α²Z⁴/(2(1 + γ)²).

Hence

(E + Z²/2)/α² = −Z⁴/(2(1 + γ)²),

which tends to −Z⁴/8. This is the fine-structure coefficient of the ground level. It describes a shift of that level, not a splitting.

**Q:** How does Lean follow this?

**A:** The first lemma records γ ≥ 0, which is what keeps 1 + γ away from zero.

```lean
/-- The energy ratio is nonnegative. -/
theorem diracGamma_nonneg (Z α : ℝ) : 0 ≤ diracGamma Z α := Real.sqrt_nonneg _
```

The next lemma is the first closed form. In its proof, `hs` is the relation γ² = 1 − α²Z². The step `div_eq_div_iff` multiplies out both denominators, leaving

(γ − 1)(1 + γ) = −Z²α²,

and `linear_combination hs` recognises this as `hs` rearranged.

```lean
/-- The ground energy in a form without division by the fine-structure constant. -/
theorem groundEnergy_eq {Z α : ℝ} (hα : α ≠ 0) (h : α ^ 2 * Z ^ 2 ≤ 1) :
    groundEnergy Z α = -Z ^ 2 / (1 + diracGamma Z α) := by
  have hs : diracGamma Z α ^ 2 = 1 - α ^ 2 * Z ^ 2 := Real.sq_sqrt (by linarith)
  have h0 := diracGamma_nonneg Z α
  have h1 : 1 + diracGamma Z α ≠ 0 := by positivity
  unfold groundEnergy
  rw [div_eq_div_iff (pow_ne_zero 2 hα) h1]
  linear_combination hs
```

The second closed form is proved in the same way. The first one is substituted for E, the fractions are put over a common denominator, and after cross-multiplication the two sides differ by a multiple of `hs`. The factor given to `linear_combination` is that multiple.

```lean
/-- The deviation from the nonrelativistic energy, divided by `α ^ 2`, in closed form. -/
theorem fineStructure_eq {Z α : ℝ} (hα : α ≠ 0) (h : α ^ 2 * Z ^ 2 ≤ 1) :
    (groundEnergy Z α + Z ^ 2 / 2) / α ^ 2 = -Z ^ 4 / (2 * (1 + diracGamma Z α) ^ 2) := by
  have hs : diracGamma Z α ^ 2 = 1 - α ^ 2 * Z ^ 2 := Real.sq_sqrt (by linarith)
  have h0 := diracGamma_nonneg Z α
  have h1 : 1 + diracGamma Z α ≠ 0 := by positivity
  rw [groundEnergy_eq hα h, div_add_div _ _ h1 two_ne_zero, div_div,
    div_eq_div_iff (by positivity) (by positivity)]
  linear_combination (2 * Z ^ 2 * (1 + diracGamma Z α)) * hs
```

**Q:** You assume α²Z² ≤ 1 in both. Is that a technicality?

**A:** It is the range in which the energy formula is real, so it marks where the model stops. The identities do fail without it. Take Z = 1 and α = 2. The argument of the root is −3, and Lean's real square root returns 0 for a negative argument, so γ = 0. Then `groundEnergy` equals (0 − 1)/4 = −1/4, whereas −Z²/(1 + γ) equals −1.

**Q:** What is left after both orders have been subtracted?

**A:** Add Z⁴/8 to the second closed form:

Z⁴/8 − Z⁴/(2(1 + γ)²) = Z⁴((1 + γ)² − 4)/(8(1 + γ)²) = Z⁴(γ − 1)(γ + 3)/(8(1 + γ)²).

Replace γ − 1 by −α²Z²/(1 + γ) and divide by the remaining α²:

(E + Z²/2 + α²Z⁴/8)/α⁴ = −Z⁶(γ + 3)/(8(1 + γ)³).

At γ = 1 the right side is −4Z⁶/64 = −Z⁶/16. The Lean proof of the identity starts from the second closed form, solved for E + Z²/2 in the line `hf`, and then clears denominators as before.

```lean
/-- The remainder beyond gross and fine structure, divided by `α ^ 4`, in closed form. -/
theorem remainder_eq {Z α : ℝ} (hα : α ≠ 0) (h : α ^ 2 * Z ^ 2 ≤ 1) :
    (groundEnergy Z α + Z ^ 2 / 2 + α ^ 2 * Z ^ 4 / 8) / α ^ 4
      = -(Z ^ 6 * (diracGamma Z α + 3)) / (8 * (1 + diracGamma Z α) ^ 3) := by
  have hs : diracGamma Z α ^ 2 = 1 - α ^ 2 * Z ^ 2 := Real.sq_sqrt (by linarith)
  have h0 := diracGamma_nonneg Z α
  have h2 : 2 * (1 + diracGamma Z α) ^ 2 ≠ 0 := by positivity
  have hf := (div_eq_iff (pow_ne_zero 2 hα)).mp (fineStructure_eq hα h)
  rw [hf, div_mul_eq_mul_div, div_add_div _ _ h2 (by norm_num), div_div,
    div_eq_div_iff (by positivity) (by positivity)]
  linear_combination (16 * α ^ 2 * Z ^ 4 * (diracGamma Z α + 3)
    * (1 + diracGamma Z α) ^ 2) * hs
```

**Q:** So far these are identities at a fixed α. Where does the limit come in?

**A:** In one lemma that serves all three orders. Each closed form is a function f of γ alone, with Z as a parameter, and f is continuous at γ = 1. Let g be the quantity of interest as a function of α. If g(α) = f(γ) whenever α ≠ 0 and α²Z² ≤ 1, then g(α) tends to f(1), which the lemma calls L.

The proof has two parts. First, γ depends continuously on α and equals 1 at α = 0, so f(γ) → f(1). Second, the set where α²Z² < 1 is open and contains 0, so the agreement between g and f(γ) holds for all sufficiently small nonzero α. The step `congr'` carries the limit over from f(γ) to g on the strength of that agreement.

```lean
/-- If a quantity equals `f` of the energy ratio at every nonzero `α` with `α ^ 2 * Z ^ 2 ≤ 1`, and
`f` is continuous at `1`, then the quantity tends to `L = f 1` as `α` tends to zero. -/
theorem tendsto_of_diracGamma {Z L : ℝ} {f g : ℝ → ℝ} (hf : ContinuousAt f 1) (hL : f 1 = L)
    (hg : ∀ α : ℝ, α ≠ 0 → α ^ 2 * Z ^ 2 ≤ 1 → g α = f (diracGamma Z α)) :
    Tendsto g (𝓝[≠] 0) (𝓝 L) := by
  -- the energy ratio tends to one
  have hp : Continuous fun α : ℝ => 1 - α ^ 2 * Z ^ 2 := by fun_prop
  have hc : Continuous (diracGamma Z) := hp.sqrt
  have h0 : diracGamma Z 0 = 1 := by simp [diracGamma]
  have hγ := hc.tendsto 0
  rw [h0] at hγ
  have hlim : Tendsto (fun α => f (diracGamma Z α)) (𝓝[≠] 0) (𝓝 (f 1)) :=
    hf.tendsto.comp (hγ.mono_left nhdsWithin_le_nhds)
  rw [hL] at hlim
  -- close to zero the coupling is below the critical value
  have hq : Continuous fun α : ℝ => α ^ 2 * Z ^ 2 := by fun_prop
  have h1 : {α : ℝ | α ^ 2 * Z ^ 2 < 1} ∈ 𝓝 (0 : ℝ) :=
    (isOpen_lt hq continuous_const).mem_nhds (by simp)
  refine hlim.congr' ?_
  filter_upwards [mem_nhdsWithin_of_mem_nhds h1, self_mem_nhdsWithin] with α ha hne
  exact (hg α hne (le_of_lt ha)).symm
```

**Q:** Now read me the main statement in words.

**A:** `Tendsto g (𝓝[≠] 0) (𝓝 L)` says that g(α) approaches L as α approaches 0 through nonzero values, from both sides. The theorem states, for every real Z, two such limits joined by ∧:

E(α) → −Z²/2

(E(α) + Z²/2)/α² → −Z⁴/8

There is no condition on αZ, because for fixed Z the limit only involves couplings that are small enough. Each half of the proof passes the matching f and closed form to the preceding lemma, checks that the denominator is nonzero at γ = 1, and evaluates f(1).

```lean
/-- As the fine-structure constant tends to zero, the Dirac ground energy tends to `-Z ^ 2 / 2`
hartree, and its deviation from this value divided by `α ^ 2` tends to `-Z ^ 4 / 8`. -/
theorem gross_and_fine_structure (Z : ℝ) :
    Tendsto (groundEnergy Z) (𝓝[≠] 0) (𝓝 (-Z ^ 2 / 2)) ∧
    Tendsto (fun α => (groundEnergy Z α + Z ^ 2 / 2) / α ^ 2) (𝓝[≠] 0)
      (𝓝 (-Z ^ 4 / 8)) := by
  constructor
  · exact tendsto_of_diracGamma (Z := Z) (f := fun s => -Z ^ 2 / (1 + s))
      (ContinuousAt.div (by fun_prop) (by fun_prop) (by norm_num))
      (show -Z ^ 2 / (1 + 1) = -Z ^ 2 / 2 by ring)
      (fun α h0 h1 => groundEnergy_eq h0 h1)
  · exact tendsto_of_diracGamma (Z := Z) (f := fun s => -Z ^ 4 / (2 * (1 + s) ^ 2))
      (ContinuousAt.div (by fun_prop) (by fun_prop) (by norm_num))
      (show -Z ^ 4 / (2 * (1 + 1) ^ 2) = -Z ^ 4 / 8 by ring)
      (fun α h0 h1 => fineStructure_eq h0 h1)
```

**Q:** Does "for every Z" mean that the expansion is equally good for every nucleus?

**A:** No. Z is fixed before α goes to zero, and nothing is said about uniformity in Z. The ratio of the two leading terms is

(α²Z⁴/8)/(Z²/2) = α²Z²/4,

so the size of αZ decides how well the orders separate.

The third closed form supplies the next coefficient by the same route:

```lean
/-- After gross and fine structure are subtracted, the rest of the ground energy divided by
`α ^ 4` tends to `-Z ^ 6 / 16`. -/
theorem next_order (Z : ℝ) :
    Tendsto (fun α => (groundEnergy Z α + Z ^ 2 / 2 + α ^ 2 * Z ^ 4 / 8) / α ^ 4) (𝓝[≠] 0)
      (𝓝 (-Z ^ 6 / 16)) :=
  tendsto_of_diracGamma (Z := Z) (f := fun s => -(Z ^ 6 * (s + 3)) / (8 * (1 + s) ^ 3))
    (ContinuousAt.div (by fun_prop) (by fun_prop) (by norm_num))
    (show -(Z ^ 6 * (1 + 3)) / (8 * (1 + 1) ^ 3) = -Z ^ 6 / 16 by ring)
    (fun α h0 h1 => remainder_eq h0 h1)
```

Together with the main theorem, this amounts to

E(α) = −Z²/2 − α²Z⁴/8 − α⁴Z⁶/16 + o(α⁴),

where o(α⁴) stands for a term that vanishes faster than α⁴ at fixed Z.

**Q:** A limit tells me nothing about the actual value of α. Is there anything that holds at finite coupling?

**A:** Yes, a two-sided bound. For Z ≠ 0, α ≠ 0 and α²Z² ≤ 1,

−Z²/2 − α²Z⁴/2 ≤ E < −Z²/2 − α²Z⁴/8.

For the lower bound, γ ≥ 0 gives (1 + γ)² ≥ 1, hence

(E + Z²/2)/α² = −Z⁴/(2(1 + γ)²) ≥ −Z⁴/2.

Multiplying by α² finishes it. Equality occurs at α²Z² = 1, where γ = 0 and both sides are −Z². For the upper bound, the third closed form is strictly negative, because γ + 3 and 1 + γ are positive and Z⁶ > 0. Thus the exact energy of this model always lies below the sum of gross and fine structure.

In Lean, `nlinarith` is given the nonnegative products Z⁴γ and Z⁴γ², which are the terms that appear when Z⁴(1 + γ)² is expanded. The upper bound reads the sign from `remainder_eq` and multiplies by α⁴.

```lean
/-- For nonzero `Z` and `α` with `α ^ 2 * Z ^ 2 ≤ 1`, the ground energy lies strictly below the sum
of gross and fine structure, and at most `α ^ 2 * Z ^ 4 / 2` below the gross structure. -/
theorem groundEnergy_bounds {Z α : ℝ} (hZ : Z ≠ 0) (hα : α ≠ 0) (h : α ^ 2 * Z ^ 2 ≤ 1) :
    -Z ^ 2 / 2 - α ^ 2 * Z ^ 4 / 2 ≤ groundEnergy Z α ∧
    groundEnergy Z α < -Z ^ 2 / 2 - α ^ 2 * Z ^ 4 / 8 := by
  have h0 := diracGamma_nonneg Z α
  have hα2 : 0 < α ^ 2 := by positivity
  have hα4 : 0 < α ^ 4 := by positivity
  constructor
  · -- the closed form of the fine structure is smallest when the energy ratio vanishes
    have hl : -(Z ^ 4 / 2) ≤ (groundEnergy Z α + Z ^ 2 / 2) / α ^ 2 := by
      rw [fineStructure_eq hα h, le_div_iff₀ (by positivity)]
      have hZ4 : 0 ≤ Z ^ 4 := by positivity
      nlinarith [mul_nonneg hZ4 h0, mul_nonneg hZ4 (sq_nonneg (diracGamma Z α))]
    have := (le_div_iff₀ hα2).mp hl
    linarith
  · -- the remainder beyond fine structure is negative
    have hu : (groundEnergy Z α + Z ^ 2 / 2 + α ^ 2 * Z ^ 4 / 8) / α ^ 4 < 0 := by
      rw [remainder_eq hα h]
      exact div_neg_of_neg_of_pos (neg_lt_zero.mpr (by positivity)) (by positivity)
    have := (div_lt_iff₀ hα4).mp hu
    linarith
```

**Q:** In a relativistic program I would change c, not α. Can I have the result in that form?

**A:** For the gross structure, yes. Put α = 1/c in the definition of E:

E = (√(1 − Z²/c²) − 1)c² = c²√(1 − Z²/c²) − c².

As c → ∞, 1/c tends to 0 and is nonzero for c > 0, so the first half of the main theorem applies. In the Lean proof, `hc` states this behaviour of 1/c, `comp` composes the two limits, and the remaining lines rewrite E in terms of c. The symbol `atTop` stands for c → ∞.

This bears on a familiar check in relativistic electronic structure: for one electron and a point nucleus, when a Dirac calculation is repeated with larger and larger c, its ground energy with the rest energy removed should approach −Z²/2 hartree, with a leading deviation of −Z⁴/(8c²). The theorem concerns the exact energy formula, so basis-set and rounding errors have to be judged separately. Rounding can also affect the reference value, if that is evaluated as c²√(1 − Z²/c²) − c²: for large c this subtracts two nearly equal numbers of size c². The equivalent form −Z²/(1 + γ) of the reference value avoids that cancellation.

```lean
/-- In atomic units with speed of light `c`, the total Dirac ground energy minus the rest energy
`c ^ 2` tends to `-Z ^ 2 / 2` as `c` tends to infinity. -/
theorem infinite_speed_of_light (Z : ℝ) :
    Tendsto (fun c : ℝ => c ^ 2 * √(1 - Z ^ 2 / c ^ 2) - c ^ 2) atTop (𝓝 (-Z ^ 2 / 2)) := by
  -- substitute `α = 1 / c`
  have hc : Tendsto (fun c : ℝ => c⁻¹) atTop (𝓝[≠] 0) :=
    tendsto_nhdsWithin_iff.mpr ⟨tendsto_inv_atTop_zero,
      (eventually_gt_atTop (0 : ℝ)).mono fun c hc => by simpa using hc.ne'⟩
  have h : Tendsto (fun c : ℝ => groundEnergy Z c⁻¹) atTop (𝓝 (-Z ^ 2 / 2)) :=
    (gross_and_fine_structure Z).1.comp hc
  refine h.congr fun c => ?_
  have e : c⁻¹ ^ 2 * Z ^ 2 = Z ^ 2 / c ^ 2 := by ring
  unfold groundEnergy diracGamma
  rw [e, inv_pow, div_inv_eq_mul]
  ring

end

end DiracHydrogenicUnits
```

```lean
#print axioms DiracHydrogenicUnits.gross_and_fine_structure
-- 'DiracHydrogenicUnits.gross_and_fine_structure' depends on axioms: [propext, Classical.choice, Quot.sound]
#print axioms DiracHydrogenicUnits.next_order
-- 'DiracHydrogenicUnits.next_order' depends on axioms: [propext, Classical.choice, Quot.sound]
#print axioms DiracHydrogenicUnits.groundEnergy_bounds
-- 'DiracHydrogenicUnits.groundEnergy_bounds' depends on axioms: [propext, Classical.choice, Quot.sound]
#print axioms DiracHydrogenicUnits.infinite_speed_of_light
-- 'DiracHydrogenicUnits.infinite_speed_of_light' depends on axioms: [propext, Classical.choice, Quot.sound]
```
